# Moving an inserted particle label to the next slot exchanges two neighbouring slots

A configuration of `n + 1` particles is a list of labels, one in each slot, drawn from an arbitrary type `ι`. The theorem `insertAt_castSucc` says that putting the label `i` in slot `j`, with the `n` labels `y` in order in the other slots, gives the same configuration as putting `i` in slot `j + 1` and then exchanging the contents of slots `j` and `j + 1`. It concerns labels only: no wavefunction, and so no symmetry or sign under exchange, enters. The attempt first proves, as `hs`, that the swap carries the slots other than `j`, in order, to the slots other than `j + 1`, treating `m < j`, `m = j` and `m > j` separately. It then compares the two configurations slot by slot.

The first attempt, which Lean rejects:

```lean
import Mathlib

open ComplexConjugate

namespace InsertAtCastSucc

noncomputable section

variable {ι : Type*} {n : ℕ}

/-- The configuration of `n + 1` particles with label `i` in slot `k` and the labels `y`, in
order, in the other slots. -/
def insertAt (k : Fin (n + 1)) (i : ι) (y : Fin n → ι) : Fin (n + 1) → ι :=
  Fin.insertNth (α := fun _ => ι) k i y

/-- Slot `k` holds the inserted label, and removing that slot gives back the other labels. -/
theorem insertAt_spec (k : Fin (n + 1)) (i : ι) (y : Fin n → ι) :
    insertAt k i y k = i ∧ k.removeNth (insertAt k i y) = y :=
  ⟨Fin.insertNth_apply_same (α := fun _ => ι) k i y,
    funext fun m => Fin.insertNth_apply_succAbove (α := fun _ => ι) k i y m⟩

/-- Moving the inserted label by one slot is the exchange of two neighbouring variables. -/
theorem insertAt_castSucc (j : Fin n) (i : ι) (y : Fin n → ι) :
    insertAt j.castSucc i y = insertAt j.succ i y ∘ Equiv.swap j.castSucc j.succ := by
  have hs : ∀ m : Fin n, Equiv.swap j.castSucc j.succ (j.castSucc.succAbove m)
      = j.succ.succAbove m := by
    intro m
    rcases lt_trichotomy m j with h | h | h
    · have h' : m.val < j.val := h
      rw [Fin.succAbove_of_castSucc_lt _ _ (show m.val < j.val from h'),
        Fin.succAbove_of_castSucc_lt _ _ (show m.val < j.val + 1 by omega)]
      refine Equiv.swap_apply_of_ne_of_ne (fun e => ?_) (fun e => ?_)
      · have h2 : m.val = j.val := congrArg Fin.val e
        omega
      · have h2 : m.val = j.val + 1 := congrArg Fin.val e
        omega
    · subst h
      rw [Fin.succAbove_of_le_castSucc _ _ le_rfl,
        Fin.succAbove_of_castSucc_lt _ _ (show m.val < m.val + 1 by omega),
        Equiv.swap_apply_right]
    · have h' : j.val < m.val := h
      rw [Fin.succAbove_of_le_castSucc _ _ (show j.val ≤ m.val by omega),
        Fin.succAbove_of_le_castSucc _ _ (show j.val + 1 ≤ m.val by omega)]
      refine Equiv.swap_apply_of_ne_of_ne (fun e => ?_) (fun e => ?_)
      · have h2 : m.val + 1 = j.val := congrArg Fin.val e
        omega
      · have h2 : m.val + 1 = j.val + 1 := congrArg Fin.val e
        omega
  funext p
  rcases Fin.eq_self_or_eq_succAbove j.castSucc p with rfl | ⟨m, rfl⟩
  · rw [Function.comp_apply, Equiv.swap_apply_left, (insertAt_spec _ _ _).1,
      (insertAt_spec _ _ _).1]
  · simp only [insertAt, Function.comp_apply, hs, Fin.insertNth_apply_succAbove]

end

end InsertAtCastSucc
```

Compiling this gives:

```
Main.lean:33:52: error: Application type mismatch: The argument
  e
has type
  m.castSucc = j.castSucc
but is expected to have type
  m = j
in the application
  congrArg Fin.val e
```

As a diff, the version that Lean accepts:

```diff
@@ -31,7 +31,7 @@
         Fin.succAbove_of_castSucc_lt _ _ (show m.val < j.val + 1 by omega)]
       refine Equiv.swap_apply_of_ne_of_ne (fun e => ?_) (fun e => ?_)
-      · have h2 : m.val = j.val := congrArg Fin.val e
+      · have h2 : m.val = j.val := (congrArg Fin.val e :)
         omega
-      · have h2 : m.val = j.val + 1 := congrArg Fin.val e
+      · have h2 : m.val = j.val + 1 := (congrArg Fin.val e :)
         omega
     · subst h
@@ -43,7 +43,7 @@
         Fin.succAbove_of_le_castSucc _ _ (show j.val + 1 ≤ m.val by omega)]
       refine Equiv.swap_apply_of_ne_of_ne (fun e => ?_) (fun e => ?_)
-      · have h2 : m.val + 1 = j.val := congrArg Fin.val e
+      · have h2 : m.val + 1 = j.val := (congrArg Fin.val e :)
         omega
-      · have h2 : m.val + 1 = j.val + 1 := congrArg Fin.val e
+      · have h2 : m.val + 1 = j.val + 1 := (congrArg Fin.val e :)
         omega
   funext p
```

Cause. The error is in the case `m < j`, where `e : m.castSucc = j.castSucc` should yield `m.val = j.val`. Lean used the stated type of `h2` to work out the arguments of `congrArg Fin.val`. Matching `Fin.val` on both sides, it took them to be `m` and `j`, and so asked for a proof of `m = j`. But `e` is an equation between their images under `castSucc`, in `Fin (n + 1)` and not `Fin n`, hence the mismatch.

The notation `(congrArg Fin.val e :)` makes Lean elaborate the term without the expected type. The arguments now come from `e`, and the result is `m.castSucc.val = j.castSucc.val`. Lean accepts this as `m.val = j.val` because `castSucc` keeps the underlying number, so the two statements are equal by definition.

The other three lines changed in the diff drew no message. Giving them the same form is mere tidying.
